# Positive masses can make an axis of a diagonal Hessian the unique lowest mode exactly when its curvature is negative or all other curvatures are positive

Suppose a saddle search leaves a minimum uphill along the softest mode. With the Hessian $\mathrm{diag}(1,2)$ in Cartesian coordinates, it sets off along the first axis. Give the two coordinates masses 1 and 4, diagonalise the mass-weighted Hessian instead, and the same search sets off along the second. Someone who assumes that the two coordinate systems agree on the direction, because they agree on whether the point is a minimum or a saddle, may end up following a different mode from the one intended.

The agreement on the character of the point is Sylvester's law of inertia, which is quoted here as background and is not proved below. The subject here is the direction: when a Cartesian mode remains a mode after mass weighting and, for uncoupled coordinates, which axis a choice of masses can make the lowest.

## Mass-weighted coordinates and the followed mode

The coordinates are labelled by a finite set `n`. A label stands for one Cartesian coordinate, not for one atom.

```lean
import Mathlib

open Matrix

namespace MassWeightedModeFollowing

noncomputable section

variable {n : Type*} [Fintype n] [DecidableEq n]
```

Let $H$ be the Hessian at one geometry, $m_i>0$ the mass carried by coordinate $i$, and $M=\mathrm{diag}(m_i)$. The mass-weighted Hessian is
$$W=M^{-1/2}HM^{-1/2},\qquad W_{ij}=\frac{H_{ij}}{\sqrt{m_i m_j}}.$$

```lean
/-- The mass-weighted Hessian `M^(-1/2) H M^(-1/2)`, for positive masses `m i`. -/
def massWeighted (H : Matrix n n ℝ) (m : n → ℝ) : Matrix n n ℝ :=
  diagonal (fun i => (√(m i))⁻¹) * H * diagonal (fun i => (√(m i))⁻¹)
```

A Cartesian displacement $u$ has the mass-weighted components $\sqrt{m_i}\,u_i$. A displacement along a single axis is only rescaled by this, so "axis $k$" means the same direction in both descriptions.

```lean
/-- The Cartesian displacement `u` expressed in mass-weighted coordinates, `M^(1/2) u`. -/
def weightedDisplacement (m u : n → ℝ) : n → ℝ := fun i => √(m i) * u i
```

The followed mode is the unique lowest one. In terms of the Rayleigh quotient, a nonzero vector $v$ with $Wv=\mu v$ is followed if
$$\mu<\frac{x\cdot Wx}{x\cdot x}\qquad\text{for every } x \text{ that is not a multiple of } v.$$
The definition multiplies out the denominator. Since the inequality is strict, a degenerate lowest eigenvalue gives no followed mode at all. The full Cartesian Hessian of a free molecule at a minimum is such a case, because its three translations all have zero curvature; translations and rotations must be removed before a softest vibration can be singled out. The vector $v$ need not be normalised.

```lean
/-- `v` is the followed mode of `W`: an eigenvector whose eigenvalue lies strictly below the
Rayleigh quotient of every vector that is not a multiple of `v`. -/
def IsFollowedMode (W : Matrix n n ℝ) (v : n → ℝ) : Prop :=
  v ≠ 0 ∧ ∃ μ : ℝ, W *ᵥ v = μ • v ∧
    ∀ x : n → ℝ, (∀ c : ℝ, x ≠ c • v) → μ * (x ⬝ᵥ x) < x ⬝ᵥ (W *ᵥ x)
```

Here `*ᵥ` is a matrix acting on a vector, `⬝ᵥ` is the dot product, and `Pi.single k 1` below is the unit vector $e_k$ along axis $k$. Symmetry of $H$ is never assumed, although a physical Hessian has it.

## Weighted modes solve $Hu=\mu Mu$

Insert the weighted displacement into the eigenvalue equation. The inner square roots cancel:
$$M^{-1/2}HM^{-1/2}\,M^{1/2}u=M^{-1/2}Hu .$$
Setting this equal to $\mu M^{1/2}u$ and multiplying by $M^{1/2}$ gives
$$(Hu)_i=\mu\, m_i u_i\quad\text{for all } i .$$
Each step can be reversed because the masses are positive. This is the equation of harmonic normal modes, with $\mu=\omega^2$ for a vibration of angular frequency $\omega$.

In the proof, `e` is the first cancellation. The final rewriting moves $1/\sqrt{m_i}$ to the other side, one component at a time.

```lean
/-- For positive masses, a nonzero Cartesian displacement `u` gives an eigenvector of the
mass-weighted Hessian with eigenvalue `μ` exactly when `H u = μ M u`. -/
theorem weighted_mode_iff (H : Matrix n n ℝ) (m : n → ℝ) (hm : ∀ i, 0 < m i)
    (u : n → ℝ) (μ : ℝ) :
    massWeighted H m *ᵥ weightedDisplacement m u = μ • weightedDisplacement m u ↔
      ∀ i, (H *ᵥ u) i = μ * (m i * u i) := by
  -- undoing the weighting returns the Cartesian displacement
  have e : diagonal (fun i => (√(m i))⁻¹) *ᵥ weightedDisplacement m u = u := by
    funext i
    rw [mulVec_diagonal]
    exact inv_mul_cancel_left₀ (Real.sqrt_pos.2 (hm i)).ne' (u i)
  rw [massWeighted, ← mulVec_mulVec, e, ← mulVec_mulVec, funext_iff]
  refine forall_congr' fun i => ?_
  have ss : √(m i) * √(m i) = m i := Real.mul_self_sqrt (hm i).le
  have e2 : √(m i) * (μ * (√(m i) * u i)) = μ * (m i * u i) := by
    linear_combination μ * u i * ss
  rw [mulVec_diagonal, inv_mul_eq_iff_eq_mul₀ (Real.sqrt_pos.2 (hm i)).ne', ← e2]
  rfl
```

## When a Cartesian eigenvector remains a mode

Let $Hu=\kappa u$ with $\kappa\neq0$. By the previous result, $u$ is still a mode after weighting if and only if some $\mu$ satisfies
$$\kappa u_i=\mu m_i u_i\quad\text{for all } i .$$
Wherever $u_i\neq0$, this says $\kappa=\mu m_i$. Then $\mu\neq0$, and any two moving coordinates have $\mu m_i=\mu m_j$, hence $m_i=m_j$. Conversely, if all moving coordinates share one mass $m_i$, then $\mu=\kappa/m_i$ works; coordinates at rest satisfy $0=0$. The theorem also admits $u=0$, for which both sides hold trivially.

If $\kappa=0$, then $\mu=0$ works for any masses, so the equivalence fails as soon as two moving coordinates have different masses. A rigid translation of a molecule with unequal atoms is such a case.

```lean
/-- For positive masses, a Cartesian eigenvector of nonzero curvature is still a mode after mass
weighting if and only if all coordinates that move in it carry the same mass. -/
theorem mode_survives_iff (H : Matrix n n ℝ) (m : n → ℝ) (hm : ∀ i, 0 < m i)
    (u : n → ℝ) (κ : ℝ) (hκ : κ ≠ 0) (hu : H *ᵥ u = κ • u) :
    (∃ μ : ℝ, massWeighted H m *ᵥ weightedDisplacement m u = μ • weightedDisplacement m u) ↔
      ∀ i j, u i ≠ 0 → u j ≠ 0 → m i = m j := by
  simp only [weighted_mode_iff H m hm u, hu, Pi.smul_apply, smul_eq_mul]
  constructor
  · rintro ⟨μ, h⟩ i j hi hj
    -- every moving coordinate satisfies κ = μ m
    have e : ∀ l, u l ≠ 0 → κ = μ * m l := fun l hl =>
      mul_right_cancel₀ hl (by linear_combination h l)
    have hμ : μ ≠ 0 := by
      intro h0
      apply hκ
      rw [e i hi, h0, zero_mul]
    exact mul_left_cancel₀ hμ ((e i hi).symm.trans (e j hj))
  · intro h
    by_cases hz : ∃ i, u i ≠ 0
    · obtain ⟨i, hi⟩ := hz
      refine ⟨κ / m i, fun j => ?_⟩
      by_cases hj : u j = 0
      · simp [hj]
      · rw [← h i j hi hj, ← mul_assoc, div_mul_cancel₀ _ (hm i).ne']
    · simp only [not_exists, not_not] at hz
      exact ⟨0, fun j => by simp [hz j]⟩
```

Remaining a mode is not the same as remaining the lowest mode. When $H$ is diagonal, each axis moves a single coordinate and so survives any weighting, but the order of the eigenvalues can change.

## Uncoupled coordinates: curvature divided by mass

For $H=\mathrm{diag}(h_i)$ the two square roots meet on the diagonal,
$$W_{ii}=\frac{1}{\sqrt{m_i}}\,h_i\,\frac{1}{\sqrt{m_i}}=\frac{h_i}{m_i},$$
and the other entries stay zero. Each curvature keeps its sign, and the curvature of a heavy coordinate is divided by a larger number than that of a light one.

```lean
/-- For positive masses, mass weighting a diagonal Hessian divides each curvature by its mass. -/
theorem massWeighted_diagonal (h m : n → ℝ) (hm : ∀ i, 0 < m i) :
    massWeighted (diagonal h) m = diagonal (fun i => h i / m i) := by
  rw [massWeighted, diagonal_mul_diagonal, diagonal_mul_diagonal]
  refine congrArg diagonal (funext fun i => ?_)
  have e : (√(m i))⁻¹ * (√(m i))⁻¹ = (m i)⁻¹ := by
    rw [← mul_inv, Real.mul_self_sqrt (hm i).le]
  show (√(m i))⁻¹ * h i * (√(m i))⁻¹ = h i / m i
  rw [div_eq_mul_inv, ← e]
  ring
```

## The lowest axis has the smallest entry

Let $D=\mathrm{diag}(d_i)$. If $e_k$ is the followed mode, component $k$ of the eigenvalue equation gives $\mu=d_k$, and the test vector $x=e_j$ with $j\neq k$ gives $d_k<d_j$.

Conversely, suppose that $d_k<d_j$ for all $j\neq k$. For any $x$,
$$x\cdot Dx-d_k\,x\cdot x=\sum_i(d_i-d_k)x_i^2 .$$
No term is negative. If $x$ is not a multiple of $e_k$, it has a component $x_j\neq0$ with $j\neq k$, and that term is positive. Therefore the sum is positive, which is the required inequality.

The Lean proof finds this $j$ by contradiction: without it, $x$ would equal $x_k e_k$. It then compares the two sums term by term with `Finset.sum_lt_sum`, which asks for $\le$ in every term and $<$ in at least one.

```lean
/-- For a diagonal Hessian, axis `k` is the followed mode exactly when its curvature is strictly
smaller than all the others. -/
theorem followed_axis_iff (d : n → ℝ) (k : n) :
    IsFollowedMode (diagonal d) (Pi.single k 1) ↔ ∀ j, j ≠ k → d k < d j := by
  constructor
  · rintro ⟨_, μ, hμ, hx⟩ j hj
    have h1 := congrFun hμ k
    simp only [mulVec_diagonal, Pi.smul_apply, Pi.single_eq_same, smul_eq_mul, mul_one] at h1
    -- compare with the displacement along axis j
    have h2 := hx (Pi.single j 1) (fun c hc => by
      have := congrFun hc j
      simp [hj] at this)
    simp only [single_dotProduct, mulVec_diagonal, Pi.single_eq_same, mul_one, one_mul] at h2
    rwa [h1]
  · intro h
    refine ⟨fun h0 => by simpa using congrFun h0 k, d k, ?_, fun x hx => ?_⟩
    · funext i
      rw [mulVec_diagonal]
      by_cases hi : i = k
      · simp [hi]
      · simp [hi]
    · -- x has a component off axis k, which costs strictly more
      have hex : ∃ j, j ≠ k ∧ x j ≠ 0 := by
        by_contra hcon
        apply hx (x k)
        funext i
        by_cases hi : i = k
        · simp [hi]
        · have : x i = 0 := by
            by_contra hne
            exact hcon ⟨i, hi, hne⟩
          simp [hi, this]
      obtain ⟨j, hj, hxj⟩ := hex
      simp only [dotProduct, mulVec_diagonal, Finset.mul_sum]
      apply Finset.sum_lt_sum
      · intro i _
        by_cases hi : i = k
        · rw [hi]
          exact le_of_eq (by ring)
        · nlinarith [mul_nonneg (sub_nonneg.2 (h i hi).le) (mul_self_nonneg (x i))]
      · exact ⟨j, Finset.mem_univ j, by
          nlinarith [mul_pos (sub_pos.2 (h j hj)) (mul_self_pos.2 hxj)]⟩
```

## Which axes the masses can select

The main theorem, `exists_masses_following_iff`, says that for a diagonal Hessian with entries $h_i$ there are positive masses that make axis $k$ the followed mode if and only if
$$h_k<0\quad\text{or}\quad h_j>0\ \text{ for all } j\neq k .$$

**Necessity.** Suppose suitable masses exist and $h_k\ge0$. Then for every $j\neq k$
$$0\le\frac{h_k}{m_k}<\frac{h_j}{m_j},$$
and so $h_j>0$.

**Sufficiency.** Set $m_k=1$. What remains is to find, for each $j\neq k$, a mass $m_j>0$ with $h_k<h_j/m_j$, that is, $h_k m_j<h_j$.

If $h_k<0$, take
$$m_j=1+\frac{|h_j|+1}{-h_k},\qquad\text{so that}\qquad h_k m_j=h_k-|h_j|-1<-|h_j|\le h_j .$$
Where $h_j$ is negative too, the large mass has brought its weighted curvature above $h_k$.

If $h_k\ge0$, all other curvatures are positive by assumption, and
$$m_j=\frac{h_j}{h_k+1}>0\qquad\text{gives}\qquad \frac{h_j}{m_j}=h_k+1>h_k .$$

```lean
/-- For a diagonal Hessian, some choice of positive masses makes axis `k` the followed mode if
and only if its curvature is negative or all other curvatures are positive. -/
theorem exists_masses_following_iff (h : n → ℝ) (k : n) :
    (∃ m : n → ℝ, (∀ i, 0 < m i) ∧
      IsFollowedMode (massWeighted (diagonal h) m) (Pi.single k 1)) ↔
      h k < 0 ∨ ∀ j, j ≠ k → 0 < h j := by
  constructor
  · rintro ⟨m, hm, hs⟩
    rw [massWeighted_diagonal h m hm, followed_axis_iff] at hs
    by_cases hk : h k < 0
    · exact Or.inl hk
    · refine Or.inr fun j hj => ?_
      have h0 : 0 ≤ h k / m k := div_nonneg (not_lt.1 hk) (hm k).le
      have h1 : 0 < h j / m j := lt_of_le_of_lt h0 (hs j hj)
      have h2 := mul_pos h1 (hm j)
      rwa [div_mul_cancel₀ _ (hm j).ne'] at h2
  · intro hc
    -- with unit mass on axis k, choose each other mass separately
    have key : ∀ j, ∃ t : ℝ, 0 < t ∧ (j ≠ k → h k * t < h j) := by
      intro j
      by_cases hk : h k < 0
      · -- a heavy enough mass keeps the weighted curvature of axis j above h k
        refine ⟨1 + (|h j| + 1) / (-h k), ?_, fun _ => ?_⟩
        · have : 0 < (|h j| + 1) / (-h k) := div_pos (by positivity) (by linarith)
          linarith
        · have e : (|h j| + 1) / (-h k) * (-h k) = |h j| + 1 :=
            div_mul_cancel₀ _ (by linarith : (0 : ℝ) < -h k).ne'
          nlinarith [neg_abs_le (h j)]
      · by_cases hj : j = k
        · exact ⟨1, one_pos, fun hne => absurd hj hne⟩
        · -- this mass makes the weighted curvature of axis j equal to h k + 1
          have hp := hc.resolve_left hk j hj
          have hk1 : 0 < h k + 1 := by linarith [not_lt.1 hk]
          refine ⟨h j / (h k + 1), div_pos hp hk1, fun _ => ?_⟩
          rw [← mul_div_assoc, div_lt_iff₀ hk1]
          nlinarith
    choose t ht hlt using key
    have hm : ∀ i, 0 < (if i = k then 1 else t i) := by
      intro i
      split_ifs
      · exact one_pos
      · exact ht i
    refine ⟨fun i => if i = k then 1 else t i, hm, ?_⟩
    rw [massWeighted_diagonal h _ hm, followed_axis_iff]
    intro j hj
    simp only [if_true, if_neg hj, div_one]
    rw [lt_div_iff₀ (ht j)]
    exact hlt j hj
```

The device that assembles the masses is the tactic `choose`. Once $m_k$ is fixed, the condition on $m_j$ mentions no other mass, so the problem splits into separate problems, one for each $j$. The statement `key` records this as "for every $j$ there is a number $t$", and each $t$ may come from whichever case applies. The theorem, however, needs a single mass function. The line `choose t ht hlt using key` turns the separate existence statements into a function `t : n → ℝ`, together with `ht`, which says that all its values are positive, and `hlt`, which says that $h_k t_j<h_j$ whenever $j\neq k$.

The restriction `j ≠ k` inside `key` matters: for $j=k$ and $h_k=0$ the inequality would read $0<0$, and no $t$ could satisfy it. The value `t k` is then discarded, since `if i = k then 1 else t i` puts the unit mass back on axis $k$. With the masses in place, the two diagonal results reduce the goal to `hlt`.

Only the signs of the curvatures enter the criterion. At a minimum with only positive curvatures, every axis can be made the lowest by some choice of masses. If exactly one curvature is negative, only its axis can be selected. If several are negative, any of their axes can be selected, but no axis of zero or positive curvature can. With a single coordinate the condition on the others is empty, and the only axis is always followed.

For transition-state searches this means that, on a quadratic model with uncoupled coordinates, the choice of masses can decide which mode is followed out of a minimum, but cannot replace the downhill axis of a first-order saddle.

The theorem lets every coordinate have its own mass. In a molecule the three Cartesian coordinates of an atom share one, so fewer choices are available, and the existence of suitable atomic masses does not follow. The criterion also concerns the lowest mode at one geometry; it makes no statement about coupled coordinates, about later steps of a search, or about the saddle that the search finally reaches.

## Masses 1 and 4 exchange the two axes

For $H=\mathrm{diag}(1,2)$ the smaller entry is the first, so $e_0$ is the followed mode, with the axes numbered 0 and 1 as in Lean. With masses 1 and 4,
$$W=\mathrm{diag}\!\left(\tfrac11,\tfrac24\right)=\mathrm{diag}\!\left(1,\tfrac12\right),$$
and the smaller entry is now the second. The followed mode is $e_1$ and no longer $e_0$, although both curvatures are positive before and after.

The theorem states all three facts. Its proof rewrites the weighted Hessian as a diagonal matrix, applies the smallest-entry criterion, and leaves the comparison of numbers to `norm_num`.

```lean
/-- For `H = diag(1, 2)` the followed mode is the first axis; with masses 1 and 4 the followed
mode of the mass-weighted Hessian is the second axis and no longer the first. -/
theorem followed_mode_switches :
    IsFollowedMode (diagonal ![(1 : ℝ), 2]) (Pi.single 0 1) ∧
    IsFollowedMode (massWeighted (diagonal ![(1 : ℝ), 2]) ![1, 4]) (Pi.single 1 1) ∧
    ¬ IsFollowedMode (massWeighted (diagonal ![(1 : ℝ), 2]) ![1, 4]) (Pi.single 0 1) := by
  have hm : ∀ i, 0 < (![1, 4] : Fin 2 → ℝ) i := by
    intro i
    fin_cases i <;> simp
  -- the curvatures 1, 2 become 1, 1/2
  rw [massWeighted_diagonal _ _ hm]
  simp only [followed_axis_iff, Fin.forall_fin_two]
  norm_num

end

end MassWeightedModeFollowing
```

```lean
#print axioms MassWeightedModeFollowing.mode_survives_iff
-- 'MassWeightedModeFollowing.mode_survives_iff' depends on axioms: [propext, Classical.choice, Quot.sound]
#print axioms MassWeightedModeFollowing.exists_masses_following_iff
-- 'MassWeightedModeFollowing.exists_masses_following_iff' depends on axioms: [propext, Classical.choice, Quot.sound]
#print axioms MassWeightedModeFollowing.followed_mode_switches
-- 'MassWeightedModeFollowing.followed_mode_switches' depends on axioms: [propext, Classical.choice, Quot.sound]
```
